# Two equal d levels, coupled equally strongly to a higher ligand triplet, stay degenerate exactly when their coupling vectors are orthogonal

## One shared ligand orbital, or two separate ones

Two metal d levels \(d_0\) and \(d_1\) lie at energy 0. Both hop with amplitude \(t \neq 0\) to the same ligand orbital at energy \(D > 0\). The combination \((d_0 + d_1)/\sqrt2\) couples to the ligand with amplitude \(\sqrt2\,t\) and is pushed down to \((D - \sqrt{D^2 + 8t^2})/2\). The combination \((d_0 - d_1)/\sqrt2\) does not couple at all and stays at 0. The shared ligand has split the two d levels.

Now give each d level a ligand orbital of its own, again at energy \(D\) and with amplitude \(t\). There are then two identical two-level problems, and each has its lower level at \((D - \sqrt{D^2 + 4t^2})/2\). The d levels have moved, but they are still degenerate.

## A bridge with an angle

A ligand p shell lies between these two cases. It offers three orbitals, which span \(\mathbb R^3\), and a d orbital that forms a σ bond along a unit vector \(u\) couples to the p orbital pointing along \(u\). Let \(u\) and \(v\) be the unit vectors from the ligand to the two metal ions. Then \(c = u\cdot v\) is the cosine of the metal–ligand–metal angle. A change of sign of a d orbital may reverse \(c\), but it does not affect whether \(c\) is zero. A straight bridge, with \(v = -u\), gives the shared orbital of the first case up to such a sign, and a right-angled bridge gives the separate orbitals of the second.

The theorem settles every angle: for \(D > 0\) and \(t \neq 0\), the two levels below \(D\) coincide if and only if \(u\cdot v = 0\).

In superexchange, hopping from metal to metal through the ligand drives the antiferromagnetic kinetic contribution. In this non-interacting model, with one orbital per metal and no direct d–d hopping, that path appears as a level splitting, and the splitting vanishes for a right-angled bridge. The step from this splitting to an exchange constant needs the Coulomb interaction, which the model leaves out. The theorem therefore gives neither the sign nor the size of the exchange at 90°.

## Five levels from two channels

Let \(W\) be the \(2\times3\) matrix with rows \(t u\) and \(t v\). The Hamiltonian is

\[
H = \begin{pmatrix} 0 & W \\ W^{T} & D\,\mathbf 1_3 \end{pmatrix}.
\]

**Eliminating the ligand.** Multiply \(x - H\) from the right by a block triangular matrix:

\[
\begin{pmatrix} x\mathbf 1_2 & -W \\ -W^{T} & (x-D)\mathbf 1_3 \end{pmatrix}
\begin{pmatrix} (x-D)\mathbf 1_2 & 0 \\ W^{T} & \mathbf 1_3 \end{pmatrix}
=
\begin{pmatrix} x(x-D)\mathbf 1_2 - WW^{T} & -W \\ 0 & (x-D)\mathbf 1_3 \end{pmatrix}.
\]

Taking determinants gives

\[
\det(x-H)\,(x-D)^2 = \det\bigl(x(x-D)\mathbf 1_2 - WW^{T}\bigr)\,(x-D)^3 .
\]

**Two channels.** Since \(u\) and \(v\) are unit vectors,

\[
WW^{T} = t^2\begin{pmatrix} 1 & c \\ c & 1\end{pmatrix}.
\]

With \(y = x(x-D)\), the \(2\times2\) determinant is

\[
(y-t^2)^2 - t^4c^2 = \bigl(y - t^2(1+c)\bigr)\bigl(y - t^2(1-c)\bigr).
\]

The channels are the combinations \((d_0 \pm d_1)/\sqrt2\), with weights \(g = 1 \pm c\). Both weights are nonnegative because \(|u \pm v|^2 = 2(1 \pm c)\).

**The levels.** Each channel obeys \(x(x-D) = t^2 g\), so

\[
x = \frac{D \pm \sqrt{D^2+4t^2g}}{2}.
\]

For \(x \neq D\) the powers of \(x-D\) cancel and leave one factor \(x-D\). The characteristic polynomial is therefore \(x-D\) times the four linear factors of the two channels. This holds at every \(x \neq D\), and hence as an identity of polynomials. The five levels are \(D\) and the two roots of each channel.

**Which levels lie below \(D\).** A lower root is at most \(D/2\), which is less than \(D\). For an upper root the square root is at least \(D\), so the level is at least \(D\). Exactly the two lower roots remain.

**When they coincide.** Let \(a\) be the lower root for weight \(1+c\) and \(b\) the one for weight \(1-c\). Subtracting \(b(b-D) = t^2(1-c)\) from \(a(a-D) = t^2(1+c)\) gives

\[
(b-a)(D-a-b) = 2t^2c .
\]

If \(a=b\), the left side is zero, and \(t\neq0\) forces \(c=0\). Conversely, if \(c=0\), both weights equal 1 and the two roots are the same.

## The statement in Lean's terms

The final theorem, `ligand_angle_rule`, takes real numbers `D` and `t` with `0 < D` and `t ≠ 0`, and two vectors `u` and `v` of type `Fin 3 → ℝ`. Unit length is written `u ⬝ᵥ u = 1`, where `⬝ᵥ` is the ordinary dot product. The conclusion is that some energy `E` satisfies `lowLevels D t u v = {E, E}` if and only if `u ⬝ᵥ v = 0`.

The braces denote a multiset, so `{E, E}` has two elements: two levels lie below `D`, and they are equal. `lowLevels` takes the roots of the characteristic polynomial with their multiplicities and keeps those strictly below `D`. The matrix `hamiltonian` is indexed by `Fin 2 ⊕ Fin 3`, the two d levels followed by the three ligand levels.

Two letters differ from common usage in magnetism. `D` is the charge-transfer energy, often written \(\Delta\), and not a single-ion anisotropy; `g` is a channel weight and not a g-factor. The condition `0 < D` places the ligand above the d levels, which for an oxide bridge is the usual order in the hole picture. The condition `t ≠ 0` says that the d levels couple to the ligand: at \(t=0\) both stay at 0 for every angle. The amplitudes are real, and both d levels have the same energy and the same coupling strength.

## The complete Lean source

```lean
import Mathlib

open Matrix

namespace LigandAngleRule

noncomputable section

/-- The hopping matrix between two d levels and a ligand triplet; its rows are the
coupling vectors `t u` and `t v`. -/
def hopping (t : ℝ) (u v : Fin 3 → ℝ) : Matrix (Fin 2) (Fin 3) ℝ :=
  Matrix.of ![t • u, t • v]

/-- The Hamiltonian of two d levels at energy zero coupled by `W` to three ligand levels
at energy `D`. -/
def hamiltonian (D : ℝ) (W : Matrix (Fin 2) (Fin 3) ℝ) :
    Matrix (Fin 2 ⊕ Fin 3) (Fin 2 ⊕ Fin 3) ℝ :=
  Matrix.fromBlocks 0 W Wᵀ (D • (1 : Matrix (Fin 3) (Fin 3) ℝ))

/-- The energy `(D - √(D² + 4t²g))/2` of the lower level in a channel of weight `g`. -/
def lower (D t g : ℝ) : ℝ := (D - √(D ^ 2 + 4 * t ^ 2 * g)) / 2

/-- The energy `(D + √(D² + 4t²g))/2` of the upper level in a channel of weight `g`. -/
def upper (D t g : ℝ) : ℝ := (D + √(D ^ 2 + 4 * t ^ 2 * g)) / 2

/-- The eigenvalues of the coupled system strictly below the ligand energy `D`, counted
with multiplicity. -/
def lowLevels (D t : ℝ) (u v : Fin 3 → ℝ) : Multiset ℝ :=
  (hamiltonian D (hopping t u v)).charpoly.roots.filter (fun E => E < D)

/-- Elimination of the ligand: up to powers of `x - D`, the secular determinant at energy `x`
is a determinant on the two d levels alone. -/
theorem ligand_elimination (D x : ℝ) (W : Matrix (Fin 2) (Fin 3) ℝ) :
    (Matrix.scalar (Fin 2 ⊕ Fin 3) x - hamiltonian D W).det * (x - D) ^ 2 =
      ((x * (x - D)) • (1 : Matrix (Fin 2) (Fin 2) ℝ) - W * Wᵀ).det * (x - D) ^ 3 := by
  have hB : Matrix.scalar (Fin 2 ⊕ Fin 3) x - hamiltonian D W =
      Matrix.fromBlocks (x • (1 : Matrix (Fin 2) (Fin 2) ℝ)) (-W) (-Wᵀ)
        ((x - D) • (1 : Matrix (Fin 3) (Fin 3) ℝ)) := by
    ext i j
    rcases i with i | i <;> rcases j with j | j
    · by_cases h : i = j <;> simp [hamiltonian, h]
    · simp [hamiltonian]
    · simp [hamiltonian]
    · by_cases h : i = j <;> simp [hamiltonian, h]
  -- a block triangular factor removes the lower left block
  have hM : Matrix.fromBlocks (x • (1 : Matrix (Fin 2) (Fin 2) ℝ)) (-W) (-Wᵀ)
        ((x - D) • (1 : Matrix (Fin 3) (Fin 3) ℝ)) *
      Matrix.fromBlocks ((x - D) • (1 : Matrix (Fin 2) (Fin 2) ℝ)) 0 Wᵀ
        (1 : Matrix (Fin 3) (Fin 3) ℝ) =
      Matrix.fromBlocks ((x * (x - D)) • (1 : Matrix (Fin 2) (Fin 2) ℝ) - W * Wᵀ) (-W) 0
        ((x - D) • (1 : Matrix (Fin 3) (Fin 3) ℝ)) := by
    rw [Matrix.fromBlocks_multiply, Matrix.fromBlocks_inj]
    refine ⟨?_, ?_, ?_, ?_⟩
    · rw [Matrix.smul_mul, Matrix.one_mul, smul_smul, Matrix.neg_mul, ← sub_eq_add_neg]
    · rw [Matrix.mul_zero, Matrix.mul_one, zero_add]
    · rw [Matrix.mul_smul, Matrix.mul_one, Matrix.smul_mul, Matrix.one_mul, smul_neg,
        neg_add_cancel]
    · rw [Matrix.mul_zero, Matrix.mul_one, zero_add]
  have hdet := congrArg Matrix.det hM
  rw [Matrix.det_mul, Matrix.det_fromBlocks_zero₁₂, Matrix.det_fromBlocks_zero₂₁] at hdet
  simp only [Matrix.det_smul, Matrix.det_one, Fintype.card_fin, mul_one] at hdet
  rw [hB]
  exact hdet

/-- For unit vectors `u`, `v` the determinant on the d levels factors into two channels of
weights `1 + u·v` and `1 - u·v`. -/
theorem channel_factorization (t y : ℝ) (u v : Fin 3 → ℝ)
    (hu : u ⬝ᵥ u = 1) (hv : v ⬝ᵥ v = 1) :
    (y • (1 : Matrix (Fin 2) (Fin 2) ℝ) - hopping t u v * (hopping t u v)ᵀ).det =
      (y - t ^ 2 * (1 + u ⬝ᵥ v)) * (y - t ^ 2 * (1 - u ⬝ᵥ v)) := by
  have key : ∀ a b : Fin 3 → ℝ, (t • a) ⬝ᵥ (t • b) = t ^ 2 * (a ⬝ᵥ b) := by
    intro a b
    rw [smul_dotProduct, dotProduct_smul, smul_eq_mul, smul_eq_mul]
    ring
  have h00 : (hopping t u v * (hopping t u v)ᵀ) 0 0 = t ^ 2 * (u ⬝ᵥ u) := key u u
  have h01 : (hopping t u v * (hopping t u v)ᵀ) 0 1 = t ^ 2 * (u ⬝ᵥ v) := key u v
  have h10 : (hopping t u v * (hopping t u v)ᵀ) 1 0 = t ^ 2 * (v ⬝ᵥ u) := key v u
  have h11 : (hopping t u v * (hopping t u v)ᵀ) 1 1 = t ^ 2 * (v ⬝ᵥ v) := key v v
  have n01 : (1 : Matrix (Fin 2) (Fin 2) ℝ) 0 1 = 0 := Matrix.one_apply_ne (by decide)
  have n10 : (1 : Matrix (Fin 2) (Fin 2) ℝ) 1 0 = 0 := Matrix.one_apply_ne (by decide)
  rw [Matrix.det_fin_two]
  simp only [Matrix.sub_apply, Matrix.smul_apply, h00, h01, h10, h11, n01, n10,
    Matrix.one_apply_eq, smul_eq_mul, hu, hv, dotProduct_comm v u]
  ring

/-- For unit vectors both channel weights `1 + u·v` and `1 - u·v` are nonnegative. -/
theorem weights_nonneg (u v : Fin 3 → ℝ) (hu : u ⬝ᵥ u = 1) (hv : v ⬝ᵥ v = 1) :
    0 ≤ 1 + u ⬝ᵥ v ∧ 0 ≤ 1 - u ⬝ᵥ v := by
  simp only [dotProduct, Fin.sum_univ_three] at hu hv ⊢
  constructor
  · nlinarith [sq_nonneg (u 0 + v 0), sq_nonneg (u 1 + v 1), sq_nonneg (u 2 + v 2)]
  · nlinarith [sq_nonneg (u 0 - v 0), sq_nonneg (u 1 - v 1), sq_nonneg (u 2 - v 2)]

/-- In a channel of weight `g ≥ 0` the lower and upper energies are the two roots of
`x (x - D) = t² g`. -/
theorem channel_roots (D t x : ℝ) {g : ℝ} (hg : 0 ≤ g) :
    (x - lower D t g) * (x - upper D t g) = x * (x - D) - t ^ 2 * g := by
  have h := Real.sq_sqrt (show 0 ≤ D ^ 2 + 4 * t ^ 2 * g by positivity)
  unfold lower upper
  linear_combination (-1 / 4) * h

/-- The full spectrum for unit `u`, `v`: the ligand energy `D` and a lower and an upper level
in each of the channels of weights `1 + u·v` and `1 - u·v`. -/
theorem spectrum_eq (D t : ℝ) (u v : Fin 3 → ℝ) (hu : u ⬝ᵥ u = 1) (hv : v ⬝ᵥ v = 1) :
    (hamiltonian D (hopping t u v)).charpoly.roots =
      {lower D t (1 + u ⬝ᵥ v), lower D t (1 - u ⬝ᵥ v), D,
        upper D t (1 + u ⬝ᵥ v), upper D t (1 - u ⬝ᵥ v)} := by
  obtain ⟨hp, hm⟩ := weights_nonneg u v hu hv
  rw [← Polynomial.roots_multiset_prod_X_sub_C
    ({lower D t (1 + u ⬝ᵥ v), lower D t (1 - u ⬝ᵥ v), D,
      upper D t (1 + u ⬝ᵥ v), upper D t (1 - u ⬝ᵥ v)} : Multiset ℝ)]
  congr 1
  -- two polynomials that agree at every x ≠ D are equal
  apply Polynomial.eq_of_infinite_eval_eq
  refine (Set.finite_singleton D).infinite_compl.mono ?_
  intro x hx
  have hxD : x - D ≠ 0 := sub_ne_zero.2 (fun h => hx (by simp [h]))
  simp only [Set.mem_ofPred_eq, Multiset.insert_eq_cons, Multiset.map_cons,
    Multiset.map_singleton, Multiset.prod_cons, Multiset.prod_singleton,
    Polynomial.eval_mul, Polynomial.eval_sub, Polynomial.eval_X, Polynomial.eval_C]
  apply mul_right_cancel₀ (pow_ne_zero 2 hxD)
  rw [Matrix.eval_charpoly, ligand_elimination, channel_factorization t _ u v hu hv,
    ← channel_roots D t x hp, ← channel_roots D t x hm]
  ring

/-- For `D > 0` and unit `u`, `v`, exactly two levels lie below `D`, counted with
multiplicity: the lower levels of the two channels. -/
theorem lowLevels_eq (D t : ℝ) (u v : Fin 3 → ℝ) (hD : 0 < D)
    (hu : u ⬝ᵥ u = 1) (hv : v ⬝ᵥ v = 1) :
    lowLevels D t u v = {lower D t (1 + u ⬝ᵥ v), lower D t (1 - u ⬝ᵥ v)} := by
  obtain ⟨hp, hm⟩ := weights_nonneg u v hu hv
  have hlow : ∀ g : ℝ, lower D t g < D := by
    intro g
    have := Real.sqrt_nonneg (D ^ 2 + 4 * t ^ 2 * g)
    unfold lower
    linarith
  have hup : ∀ g : ℝ, 0 ≤ g → ¬ upper D t g < D := by
    intro g hg
    have h : D ≤ √(D ^ 2 + 4 * t ^ 2 * g) :=
      (Real.le_sqrt' hD).2 (le_add_of_nonneg_right (by positivity))
    unfold upper
    linarith
  rw [lowLevels, spectrum_eq D t u v hu hv]
  simp [Multiset.filter_singleton, hlow, hup _ hp, hup _ hm]

/-- For unit `u`, `v`, the lower levels `a`, `b` of the channels of weights `1 + u·v` and
`1 - u·v` obey `(b - a)(D - a - b) = 2t² u·v`. -/
theorem splitting_identity (D t : ℝ) (u v : Fin 3 → ℝ)
    (hu : u ⬝ᵥ u = 1) (hv : v ⬝ᵥ v = 1) :
    (lower D t (1 - u ⬝ᵥ v) - lower D t (1 + u ⬝ᵥ v)) *
      (D - lower D t (1 + u ⬝ᵥ v) - lower D t (1 - u ⬝ᵥ v)) = 2 * t ^ 2 * (u ⬝ᵥ v) := by
  obtain ⟨hp, hm⟩ := weights_nonneg u v hu hv
  have h1 := channel_roots D t (lower D t (1 + u ⬝ᵥ v)) hp
  have h2 := channel_roots D t (lower D t (1 - u ⬝ᵥ v)) hm
  linear_combination h2 - h1

/-- Ligand-angle rule: for `D > 0`, `t ≠ 0` and unit `u`, `v`, the two levels below the ligand
energy coincide if and only if the coupling directions are orthogonal. -/
theorem ligand_angle_rule (D t : ℝ) (u v : Fin 3 → ℝ) (hD : 0 < D) (ht : t ≠ 0)
    (hu : u ⬝ᵥ u = 1) (hv : v ⬝ᵥ v = 1) :
    (∃ E : ℝ, lowLevels D t u v = {E, E}) ↔ u ⬝ᵥ v = 0 := by
  rw [lowLevels_eq D t u v hD hu hv]
  constructor
  · rintro ⟨E, hE⟩
    have ha : lower D t (1 + u ⬝ᵥ v) ∈ ({E, E} : Multiset ℝ) := by
      rw [← hE]
      simp
    have hb : lower D t (1 - u ⬝ᵥ v) ∈ ({E, E} : Multiset ℝ) := by
      rw [← hE]
      simp
    have ha' : lower D t (1 + u ⬝ᵥ v) = E := by simpa using ha
    have hb' : lower D t (1 - u ⬝ᵥ v) = E := by simpa using hb
    -- equal levels make the left side of the splitting identity vanish
    have h := splitting_identity D t u v hu hv
    rw [ha', hb', sub_self, zero_mul] at h
    exact (mul_eq_zero.1 h.symm).resolve_left (mul_ne_zero two_ne_zero (pow_ne_zero 2 ht))
  · intro h
    exact ⟨lower D t 1, by rw [h, add_zero, sub_zero]⟩

end

end LigandAngleRule
```

```lean
#print axioms LigandAngleRule.ligand_angle_rule
```

```
'LigandAngleRule.ligand_angle_rule' depends on axioms: [propext, Classical.choice, Quot.sound]
```

## From the block matrix to the angle

`ligand_elimination` is the block multiplication above. Its step `hB` writes \(x-H\) in block form, and `hM` verifies the product block by block. Taking determinants of both sides then gives the identity, because the determinant of a block triangular matrix is the product of those of its diagonal blocks. The powers of \(x-D\) stay on both sides, so the lemma holds at \(x=D\) too.

`channel_factorization` computes the four entries of \(WW^T\), expands the \(2\times2\) determinant and leaves the factorisation to `ring`. In `weights_nonneg`, `nlinarith` receives the squares of the components of \(u\pm v\), whose sum is \(2(1\pm c)\). `channel_roots` confirms the quadratic formula, with \(g\ge0\) ensuring that the square root squares back to its argument.

`spectrum_eq` assembles the five levels. `lowLevels_eq` then filters them: `hlow` puts every lower root below `D`, and `hup` shows that no upper root is.

`splitting_identity` evaluates `channel_roots` at each lower root, where the left side vanishes, and subtracts the two equations. In the main theorem, the forward direction reads off from `{E, E}` that both lower roots equal `E`, and the splitting identity then gives \(2t^2c=0\). The reverse direction supplies the energy `lower D t 1`.

## Equality of polynomials from infinitely many points

The multiplicities in `spectrum_eq` rest on Mathlib's `Polynomial.eq_of_infinite_eval_eq`: two polynomials over an integral domain that take equal values at infinitely many points are equal. Their difference would otherwise be a nonzero polynomial with infinitely many roots.

At \(x=D\) the elimination identity reads \(0=0\) and says nothing about \(\det(D-H)\), so the proof leaves this point out of the comparison. Yet \(D\) is always a level, and for \(D>0\), \(t\neq0\) and \(u=\pm v\) it is a double one. Equality of polynomials fixes all multiplicities at once, that of \(D\) included.

The proof first uses `Polynomial.roots_multiset_prod_X_sub_C` to write the proposed list of levels as the roots of a product of linear factors. It is then enough to show that this product equals the characteristic polynomial. The points of comparison are all real numbers except `D`, an infinite set. At each of them `Matrix.eval_charpoly` turns the value of the characteristic polynomial into \(\det(x-H)\), and `mul_right_cancel₀` allows both sides to be compared after multiplication by the nonzero number \((x-D)^2\). The elimination and channel lemmas then apply directly, and `ring` finishes the comparison.
